# Three free nonzero charges in Coulomb equilibrium are collinear

## Free charges as a balance of pair forces

A free charge is modelled here as a point charge acted on only by the other charges, with no external field and no constraint. Equilibrium then means that the net Coulomb force on each charge vanishes.

Charges $a,b,c$ are real numbers at positions $x,y,z$ in a real inner-product space $E$. With the Coulomb constant set to one, the force on $a$ from $b$ is

$$F_{ab}=\frac{ab}{\|x-y\|^3}(x-y),$$

and similarly for the other pairs.

## What is stated about the three points

`coulombForce p q x y` is the force on `p` at `x` from `q` at `y`, and `Equilibrium a b c x y z` is the conjunction of the three force balances. The main theorem, `collinear_of_equilibrium`, assumes equilibrium, distinct points and nonzero $a$ and $b$. It concludes that the points are collinear and that one lies strictly between the other two; `Sbtw ℝ x y z` puts $y$ between $x$ and $z$.

`net_force_ne_zero_of_triangle` needs less: in a true triangle, the force on a nonzero charge cannot vanish if one of its partners is nonzero.

The space $E$ may have any dimension, but the force is inverse-square throughout. Stability, motion and periodic images are not treated.

## From force balance to a line

Write the balance on $a$ as $\lambda(x-y)+\mu(x-z)=0$, with $\lambda=ab/\|x-y\|^3$ and $\mu=ac/\|x-z\|^3$. Since $\lambda\neq0$,

$$y=x-\frac{\mu}{\lambda}(z-x),$$

so $y$ lies on the line through $x$ and $z$. Of three distinct points on a line, one is strictly between the others.

## Zero energy in equilibrium

Newton's third law, $F_{ba}=-F_{ab}$, gives

$$F_{ab}\cdot x+F_{ba}\cdot y=F_{ab}\cdot(x-y)=\frac{ab}{\|x-y\|}.$$

Summed over the three pairs, the left side is each net force times its position, which is zero in equilibrium. Hence

$$\frac{ab}{\|x-y\|}+\frac{ac}{\|x-z\|}+\frac{bc}{\|y-z\|}=0.$$

For three charges of one sign at distinct points every term is positive, so equilibrium is impossible.

For a finite set of classical point charges with open boundaries, the same pair identity gives a check on simulation code: $\sum_i F_i\cdot r_i$, computed from the Coulomb forces $F_i$ alone and the positions $r_i$, must equal the separately computed Coulomb energy in any configuration. A wrong power of the distance in the force routine generally breaks the agreement.

## Which charges balance on the line

Let $u$ be a unit vector, and put $a$ at $y-su$, $b$ at $y$ and $c$ at $y+tu$, with $s,t>0$ and $a,b\neq0$. The balances on $b$ and $a$ are

$$\frac{ab}{s^2}-\frac{bc}{t^2}=0,\qquad \frac{ab}{s^2}+\frac{ac}{(s+t)^2}=0.$$

Clearing denominators and dividing by $b$ and $a$ respectively gives

$$at^2=cs^2,\qquad b(s+t)^2=-cs^2.$$

The three net forces sum to zero, so the balance on $c$ follows. These conditions are therefore also sufficient.

For $s=t$ they give $a=c=-4b$, as in the example $4,-1,4$ at $-1,0,1$. For fixed $a$ and $s$ with $t\to\infty$, $b\to-a$ while $c$ grows as $t^2$: the distant charge supplies a nearly uniform field that holds an opposite pair apart.

## The Lean file

```lean
import Mathlib

open scoped InnerProductSpace

namespace ThreeFreeCharges

noncomputable section

variable {E : Type*} [NormedAddCommGroup E] [InnerProductSpace ℝ E]

/-- The Coulomb force on a charge `p` at `x` exerted by a charge `q` at `y`,
in units where the Coulomb constant is one. -/
def coulombForce (p q : ℝ) (x y : E) : E := (p * q / ‖x - y‖ ^ 3) • (x - y)

/-- Charges `a`, `b`, `c` at `x`, `y`, `z` are in equilibrium when the net Coulomb force
on each of them vanishes. -/
def Equilibrium (a b c : ℝ) (x y z : E) : Prop :=
  coulombForce a b x y + coulombForce a c x z = 0 ∧
  coulombForce b a y x + coulombForce b c y z = 0 ∧
  coulombForce c a z x + coulombForce c b z y = 0

/-- Newton's third law for the Coulomb force. -/
theorem coulombForce_swap (p q : ℝ) (x y : E) :
    coulombForce p q x y = -coulombForce q p y x := by
  unfold coulombForce
  rw [norm_sub_rev x y, mul_comm p q, ← smul_neg, neg_sub]

/-- If three charges sit at the corners of a true triangle, the net force on a nonzero charge
does not vanish as soon as one of the other two is nonzero. -/
theorem net_force_ne_zero_of_triangle {p q r : ℝ} {x y z : E} (hp : p ≠ 0) (hq : q ≠ 0)
    (h : ¬ Collinear ℝ {x, y, z}) :
    coulombForce p q x y + coulombForce p r x z ≠ 0 := by
  intro h0
  apply h
  have hxy : x ≠ y := by
    rintro rfl
    apply h
    rw [Set.insert_eq_of_mem (Set.mem_insert _ _)]
    exact collinear_pair ℝ _ _
  have hn : ‖x - y‖ ≠ 0 := norm_ne_zero_iff.mpr (sub_ne_zero.mpr hxy)
  have hs : p * q / ‖x - y‖ ^ 3 ≠ 0 := div_ne_zero (mul_ne_zero hp hq) (pow_ne_zero 3 hn)
  unfold coulombForce at h0
  generalize p * q / ‖x - y‖ ^ 3 = s at h0 hs
  generalize p * r / ‖x - z‖ ^ 3 = t at h0
  -- the balance makes one separation vector a multiple of the other
  have h1 : x - y = (-(t / s)) • (x - z) := by
    calc x - y = s⁻¹ • (s • (x - y)) := (inv_smul_smul₀ hs _).symm
      _ = s⁻¹ • (-(t • (x - z))) := by rw [eq_neg_of_add_eq_zero_left h0]
      _ = (-(t / s)) • (x - z) := by rw [div_eq_mul_inv]; module
  rw [collinear_iff_of_mem (p₀ := x) (Set.mem_insert _ _)]
  refine ⟨z - x, ?_⟩
  intro w hw
  simp only [Set.mem_insert_iff, Set.mem_singleton_iff] at hw
  rcases hw with hw | hw | hw
  · exact ⟨0, by rw [hw, vadd_eq_add]; module⟩
  · refine ⟨-(t / s), ?_⟩
    rw [hw, vadd_eq_add]
    linear_combination (norm := module) (-1 : ℝ) • h1
  · exact ⟨1, by rw [hw, vadd_eq_add]; module⟩

/-- Three charges at distinct points, the first two nonzero, can be in equilibrium only if
the points are collinear, with one of them strictly between the other two. -/
theorem collinear_of_equilibrium {a b c : ℝ} {x y z : E} (ha : a ≠ 0) (hb : b ≠ 0)
    (hxy : x ≠ y) (hyz : y ≠ z) (hxz : x ≠ z) (h : Equilibrium a b c x y z) :
    Collinear ℝ {x, y, z} ∧ (Sbtw ℝ x y z ∨ Sbtw ℝ y z x ∨ Sbtw ℝ z x y) := by
  have hcol : Collinear ℝ {x, y, z} := by
    by_contra hn
    exact net_force_ne_zero_of_triangle ha hb hn h.1
  refine ⟨hcol, ?_⟩
  rcases hcol.wbtw_or_wbtw_or_wbtw with w | w | w
  · exact Or.inl ⟨w, hxy.symm, hyz⟩
  · exact Or.inr (Or.inl ⟨w, hyz.symm, hxz.symm⟩)
  · exact Or.inr (Or.inr ⟨w, hxz, hxy⟩)

/-- For a pair of charges, the sum of force times position equals the Coulomb energy
of the pair. -/
theorem pair_virial (p q : ℝ) (x y : E) :
    ⟪coulombForce p q x y, x⟫_ℝ + ⟪coulombForce q p y x, y⟫_ℝ = p * q / ‖x - y‖ := by
  rw [coulombForce_swap q p y x, inner_neg_left, ← sub_eq_add_neg, ← inner_sub_right]
  unfold coulombForce
  rw [real_inner_smul_left, real_inner_self_eq_norm_sq]
  by_cases hr : ‖x - y‖ = 0
  · simp [hr]
  · field_simp

/-- The total Coulomb energy of three charges in equilibrium is zero. -/
theorem energy_eq_zero_of_equilibrium {a b c : ℝ} {x y z : E}
    (h : Equilibrium a b c x y z) :
    a * b / ‖x - y‖ + a * c / ‖x - z‖ + b * c / ‖y - z‖ = 0 := by
  obtain ⟨h1, h2, h3⟩ := h
  -- project each force balance on the position of its charge and add
  have e1 := congrArg (fun v => ⟪v, x⟫_ℝ) h1
  have e2 := congrArg (fun v => ⟪v, y⟫_ℝ) h2
  have e3 := congrArg (fun v => ⟪v, z⟫_ℝ) h3
  simp only [inner_add_left, inner_zero_left] at e1 e2 e3
  linarith [pair_virial a b x y, pair_virial a c x z, pair_virial b c y z]

/-- Three charges of the same sign at distinct points are never in equilibrium. -/
theorem not_equilibrium_of_same_sign {a b c : ℝ} {x y z : E} (hab : 0 < a * b)
    (hac : 0 < a * c) (hbc : 0 < b * c) (hxy : x ≠ y) (hyz : y ≠ z) (hxz : x ≠ z) :
    ¬ Equilibrium a b c x y z := by
  intro h
  have h1 := div_pos hab (norm_pos_iff.mpr (sub_ne_zero.mpr hxy))
  have h2 := div_pos hac (norm_pos_iff.mpr (sub_ne_zero.mpr hxz))
  have h3 := div_pos hbc (norm_pos_iff.mpr (sub_ne_zero.mpr hyz))
  linarith [energy_eq_zero_of_equilibrium h]

/-- Along a unit vector `u`, the Coulomb force at distance `d` follows the
inverse-square law. -/
theorem coulombForce_on_line (p q : ℝ) {d : ℝ} {x y u : E} (hu : ‖u‖ = 1) (hd : 0 < d)
    (h : x - y = d • u) : coulombForce p q x y = (p * q / d ^ 2) • u := by
  unfold coulombForce
  rw [h, norm_smul, hu, mul_one, Real.norm_of_nonneg hd.le, smul_smul]
  congr 1
  field_simp

/-- Charges `a`, `b`, `c` in this order on a line, with gaps `s` and `t` and with `a`, `b`
nonzero, are in equilibrium exactly when `a t² = c s²` and `b (s + t)² = -c s²`. -/
theorem equilibrium_on_line_iff {a b c s t : ℝ} {y u : E} (ha : a ≠ 0) (hb : b ≠ 0)
    (hs : 0 < s) (ht : 0 < t) (hu : ‖u‖ = 1) :
    Equilibrium a b c (y - s • u) y (y + t • u) ↔
      a * t ^ 2 = c * s ^ 2 ∧ b * (s + t) ^ 2 = -(c * s ^ 2) := by
  have hst : 0 < s + t := add_pos hs ht
  have hu0 : u ≠ 0 := by
    rintro rfl
    simp at hu
  have f1 := coulombForce_on_line b a (x := y) (y := y - s • u) hu hs (by module)
  have f2 := coulombForce_on_line c b (x := y + t • u) (y := y) hu ht (by module)
  have f3 := coulombForce_on_line c a (x := y + t • u) (y := y - s • u) hu hst (by module)
  -- scalar balance on the first and on the middle charge
  have k1 : b * a / s ^ 2 + c * a / (s + t) ^ 2 = 0 ↔ b * (s + t) ^ 2 = -(c * s ^ 2) := by
    have i1 : b * a / s ^ 2 + c * a / (s + t) ^ 2
        = a * (b * (s + t) ^ 2 + c * s ^ 2) / (s ^ 2 * (s + t) ^ 2) := by
      field_simp
    have hne : s ^ 2 * (s + t) ^ 2 ≠ 0 := by positivity
    rw [i1, div_eq_zero_iff, or_iff_left hne, mul_eq_zero, or_iff_right ha]
    exact ⟨fun h => by linarith, fun h => by linarith⟩
  have k2 : b * a / s ^ 2 - c * b / t ^ 2 = 0 ↔ a * t ^ 2 = c * s ^ 2 := by
    have i2 : b * a / s ^ 2 - c * b / t ^ 2
        = b * (a * t ^ 2 - c * s ^ 2) / (s ^ 2 * t ^ 2) := by
      field_simp
    have hne : s ^ 2 * t ^ 2 ≠ 0 := by positivity
    rw [i2, div_eq_zero_iff, or_iff_left hne, mul_eq_zero, or_iff_right hb]
    exact ⟨fun h => by linarith, fun h => by linarith⟩
  rw [← k1, ← k2]
  unfold Equilibrium
  rw [coulombForce_swap a b, coulombForce_swap a c, coulombForce_swap b c, f1, f2, f3]
  generalize b * a / s ^ 2 = A
  generalize c * a / (s + t) ^ 2 = B
  generalize c * b / t ^ 2 = C
  constructor
  · rintro ⟨e1, e2, _⟩
    have g1 : (A + B) • u = 0 := by
      linear_combination (norm := module) (-1 : ℝ) • e1
    have g2 : (A - C) • u = 0 := by
      linear_combination (norm := module) e2
    exact ⟨(smul_eq_zero.mp g2).resolve_right hu0, (smul_eq_zero.mp g1).resolve_right hu0⟩
  · rintro ⟨e2, e1⟩
    have hC : C = A := by linarith
    have hB : B = -A := by linarith
    subst hC hB
    refine ⟨?_, ?_, ?_⟩ <;> module

/-- Charges `4`, `-1`, `4` at the points `-1`, `0`, `1` of the real line are in equilibrium. -/
theorem equilibrium_witness : Equilibrium 4 (-1) 4 (-1 : ℝ) 0 1 := by
  norm_num [Equilibrium, coulombForce, Real.norm_eq_abs]

end

end ThreeFreeCharges
```

```lean
#print axioms ThreeFreeCharges.collinear_of_equilibrium
#print axioms ThreeFreeCharges.not_equilibrium_of_same_sign
#print axioms ThreeFreeCharges.equilibrium_on_line_iff
```

```
'ThreeFreeCharges.collinear_of_equilibrium' depends on axioms: [propext, Classical.choice, Quot.sound]
'ThreeFreeCharges.not_equilibrium_of_same_sign' depends on axioms: [propext, Classical.choice, Quot.sound]
'ThreeFreeCharges.equilibrium_on_line_iff' depends on axioms: [propext, Classical.choice, Quot.sound]
```

## How the proof follows the calculation

In `net_force_ne_zero_of_triangle`, non-collinearity first gives $x\neq y$, because two points are always collinear. The `generalize` steps replace $\lambda$ and $\mu$ by plain scalars, called `s` and `t` there, and `h1` is the balance divided by $\lambda$. `collinear_iff_of_mem` then asks for each point as $x$ plus a multiple of $z-x$; the multiples are $0$, $-\mu/\lambda$ and $1$.

`collinear_of_equilibrium` applies this to the first balance. Mathlib supplies weak betweenness, and distinctness makes it strict.

`pair_virial` is the pair identity, and `energy_eq_zero_of_equilibrium` takes the inner product of each balance with its position and adds. Neither needs distinct points, because Lean's division by zero makes both the force and the energy of a coincident pair zero.

In `equilibrium_on_line_iff`, `coulombForce_on_line` reduces the forces to multiples of $u$. `k1` and `k2` clear the denominators in the balances on $a$ and $b$, and $u\neq0$ turns vector equations into scalar ones. In the converse direction, `module` checks all three balances. `equilibrium_witness` verifies the example by direct arithmetic.
